# Unique ℓ1 recovery on a fixed support is equivalent to the null-space property

## Coefficients, data and the ℓ1 penalty

Let $A$ be a real matrix that maps a vector of fit coefficients $x$ to data $Ax$. The coefficients are labelled by a finite set, the type `n`, and the data by a type `m`, which need not be finite. In Lean, a coefficient vector is a function `n → ℝ`, and $Ax$ is written `A *ᵥ x`. The data are exact: there is no noise term anywhere.

```lean
import Mathlib

open Matrix

namespace SparseFitting

noncomputable section

variable {m n : Type*} [Fintype n] [DecidableEq n]
```

The penalty of a coefficient vector $z$ is the sum of absolute values,
$$\|z\|_1=\sum_i |z_i| .$$
It carries no weights and no prefactor, so rescaling a column of $A$ can change which coefficients a minimiser uses.

```lean
/-- The l1 penalty of a coefficient vector: the sum of the absolute values. -/
def l1 (z : n → ℝ) : ℝ := ∑ i, |z i|
```

Let $S$ be a set of coefficient labels and $S^c$ its complement. A vector $x$ is supported on $S$ if $x_i=0$ for every $i\notin S$. Entries inside $S$ may vanish too, so the zero vector is supported on every $S$.

```lean
/-- The coefficient vector `x` vanishes outside the index set `S`. -/
def SupportedOn (S : Finset n) (x : n → ℝ) : Prop := ∀ i, i ∉ S → x i = 0
```

The sparsity of $x$ is the number of its nonzero entries. It is an exact count, without a numerical threshold.

```lean
/-- The number of nonzero coefficients. -/
def sparsity (x : n → ℝ) : ℕ := (Finset.univ.filter fun i => x i ≠ 0).card
```

A vector $x$ is the unique ℓ1 minimiser for its own data if
$$Az=Ax,\quad z\neq x\quad\Longrightarrow\quad \|x\|_1<\|z\|_1 .$$
The strict inequality expresses minimality and uniqueness together. The data enter as an equality constraint, so this is a different problem from minimising a squared residual plus a multiple of $\|z\|_1$.

```lean
/-- Every other coefficient vector that reproduces the data `A x` has a strictly larger
l1 penalty than `x`. -/
def IsUniqueL1Min (A : Matrix m n ℝ) (x : n → ℝ) : Prop :=
  ∀ z, A *ᵥ z = A *ᵥ x → z ≠ x → l1 x < l1 z
```

Two coefficient vectors give the same data exactly when their difference $h$ satisfies $Ah=0$. The data cannot see such an $h$, and the penalty has to decide between the two vectors. The null-space property on $S$ requires, for every nonzero $h$ with $Ah=0$,
$$\sum_{i\in S}|h_i|<\sum_{i\in S^c}|h_i| .$$
In physical terms, no undetectable change of the coefficients may have half or more of its weight on $S$.

```lean
/-- Every nonzero vector invisible to the data carries less l1 weight on `S` than off `S`. -/
def NullSpaceProperty (A : Matrix m n ℝ) (S : Finset n) : Prop :=
  ∀ h : n → ℝ, h ≠ 0 → A *ᵥ h = 0 → ∑ i ∈ S, |h i| < ∑ i ∈ Sᶜ, |h i|
```

The quantitative form has a constant $\rho$ and reads
$$\sum_{i\in S}|h_i|\le\rho\sum_{i\in S^c}|h_i|\qquad\text{whenever } Ah=0 .$$
The constant limits how far undetectable changes can concentrate on $S$. The definition allows any real $\rho$; the theorems that use it add the condition $\rho<1$.

```lean
/-- Every vector invisible to the data has l1 weight on `S` at most `ρ` times its weight
off `S`. -/
def StableNullSpaceProperty (A : Matrix m n ℝ) (S : Finset n) (ρ : ℝ) : Prop :=
  ∀ h : n → ℝ, A *ᵥ h = 0 → ∑ i ∈ S, |h i| ≤ ρ * ∑ i ∈ Sᶜ, |h i|
```

## How far a competing fit can deviate off the support

Every label lies either in $S$ or in $S^c$, so the penalty splits:
$$\|z\|_1=\sum_{i\in S}|z_i|+\sum_{i\in S^c}|z_i| .$$

```lean
/-- The l1 penalty is the weight on `S` plus the weight off `S`. -/
theorem l1_split (S : Finset n) (z : n → ℝ) :
    l1 z = ∑ i ∈ S, |z i| + ∑ i ∈ Sᶜ, |z i| :=
  (Finset.sum_add_sum_compl S fun i => |z i|).symm
```

Now compare any two vectors $x$ and $z$. Off $S$, the triangle inequality gives $|z_i-x_i|\le|z_i|+|x_i|$, hence
$$\sum_{i\in S^c}|z_i-x_i|\le\sum_{i\in S^c}|z_i|+\sum_{i\in S^c}|x_i| .$$
On $S$, it gives $|x_i|\le|z_i|+|z_i-x_i|$, hence
$$\sum_{i\in S}|x_i|\le\sum_{i\in S}|z_i|+\sum_{i\in S}|z_i-x_i| .$$
Add the two lines and use the splitting for both $x$ and $z$. The result is
$$\sum_{i\in S^c}|z_i-x_i|\le\|z\|_1-\|x\|_1+2\sum_{i\in S^c}|x_i|+\sum_{i\in S}|z_i-x_i| .$$
The sum $\sum_{i\in S^c}|x_i|$ is the tail of $x$. It appears twice because $\sum_{i\in S^c}|x_i|$ enters with a plus sign, while $-\|x\|_1$ contains it with a minus sign.

In the proof below, `h1` and `h2` are the two displayed inequalities, each obtained term by term, and the last `linarith` adds them. The matrix $A$ plays no part in this lemma.

```lean
/-- The deviation of `z` from `x` off `S` is bounded by the change of the l1 penalty, twice
the tail of `x` off `S`, and the deviation on `S`. -/
theorem deviation_off_support_le (S : Finset n) (x z : n → ℝ) :
    ∑ i ∈ Sᶜ, |(z - x) i| ≤
      l1 z - l1 x + 2 * ∑ i ∈ Sᶜ, |x i| + ∑ i ∈ S, |(z - x) i| := by
  -- triangle inequality off S
  have h1 : ∑ i ∈ Sᶜ, |(z - x) i| ≤ ∑ i ∈ Sᶜ, |z i| + ∑ i ∈ Sᶜ, |x i| := by
    rw [← Finset.sum_add_distrib]
    refine Finset.sum_le_sum fun i _ => ?_
    simpa only [Real.norm_eq_abs, Pi.sub_apply] using norm_sub_le (z i) (x i)
  -- reverse triangle inequality on S
  have h2 : ∑ i ∈ S, |x i| ≤ ∑ i ∈ S, |z i| + ∑ i ∈ S, |(z - x) i| := by
    rw [← Finset.sum_add_distrib]
    refine Finset.sum_le_sum fun i _ => ?_
    have h := abs_sub_abs_le_abs_sub (x i) (z i)
    rw [abs_sub_comm (x i) (z i)] at h
    rw [Pi.sub_apply]
    linarith
  rw [l1_split S z, l1_split S x]
  linarith
```

## The equivalence on a fixed support

The main theorem says that every $x$ supported on $S$ is the unique ℓ1 minimiser for its own data if and only if $A$ has the null-space property on $S$. The quantifier over $x$ belongs to the left-hand side. A single vector may be a unique minimiser without the property: $x=0$ always is, since every other vector has a positive penalty.

**From recovery to the kernel.** Take $h\neq0$ with $Ah=0$. Let $x$ equal $h$ on $S$ and zero elsewhere, and consider the competitor $x-h$, which vanishes on $S$ and equals $-h$ off $S$. Then $A(x-h)=Ax$, and $x-h\neq x$ because $h\neq0$. Since $x$ is supported on $S$, it is the unique minimiser, so
$$\sum_{i\in S}|h_i|=\|x\|_1<\|x-h\|_1=\sum_{i\in S^c}|h_i| .$$

**From the kernel to recovery.** Let $x$ be supported on $S$, and let $z\neq x$ satisfy $Az=Ax$. Then $h=z-x$ is a nonzero kernel vector. The tail of $x$ is zero, so the deviation bound becomes
$$\sum_{i\in S^c}|h_i|-\sum_{i\in S}|h_i|\le\|z\|_1-\|x\|_1 .$$
By the null-space property the left side is positive, and therefore $\|x\|_1<\|z\|_1$.

In the first half of the Lean proof, `on1`, `off1`, `on2` and `off2` evaluate the four partial sums of $x$ and $x-h$. In the second half, `hk` is the kernel inequality, `tail` the vanishing tail and `hd` the deviation bound.

```lean
/-- Null-space property: every coefficient vector supported on `S` is the unique l1 minimiser
for its own data if and only if each nonzero kernel vector of `A` has less l1 weight on `S`
than off `S`. -/
theorem unique_l1_min_iff_nullSpaceProperty (A : Matrix m n ℝ) (S : Finset n) :
    (∀ x, SupportedOn S x → IsUniqueL1Min A x) ↔ NullSpaceProperty A S := by
  constructor
  · intro H h hne hA
    -- cut h into its part x on S and the remainder x - h off S
    let x : n → ℝ := fun i => if i ∈ S then h i else 0
    have hx : SupportedOn S x := fun i hi => if_neg hi
    have hlt := H x hx (x - h) (by rw [Matrix.mulVec_sub, hA, sub_zero])
      (fun e => hne (sub_eq_self.mp e))
    have on1 : ∑ i ∈ S, |x i| = ∑ i ∈ S, |h i| :=
      Finset.sum_congr rfl fun i hi => by simp [x, hi]
    have off1 : ∑ i ∈ Sᶜ, |x i| = 0 :=
      Finset.sum_eq_zero fun i hi => by simp [hx i (Finset.mem_compl.mp hi)]
    have on2 : ∑ i ∈ S, |(x - h) i| = 0 :=
      Finset.sum_eq_zero fun i hi => by simp [x, hi]
    have off2 : ∑ i ∈ Sᶜ, |(x - h) i| = ∑ i ∈ Sᶜ, |h i| :=
      Finset.sum_congr rfl fun i hi => by
        simp [hx i (Finset.mem_compl.mp hi)]
    rw [l1_split S x, l1_split S (x - h), on1, off1, on2, off2] at hlt
    linarith
  · intro H x hx z hz hne
    have hk := H (z - x) (sub_ne_zero.mpr hne) (by rw [Matrix.mulVec_sub, hz, sub_self])
    have tail : ∑ i ∈ Sᶜ, |x i| = 0 :=
      Finset.sum_eq_zero fun i hi => by simp [hx i (Finset.mem_compl.mp hi)]
    have hd := deviation_off_support_le S x z
    rw [tail] at hd
    linarith
```

The theorem bears on linear fits in electronic structure, such as expansions of computed energies in many candidate interaction terms, when the fit minimises the ℓ1 penalty among all coefficient vectors that reproduce the data exactly, and to the extent that the data are noise-free and the model is exactly linear with finitely many real coefficients.

## All sparse vectors at once

In practice the relevant set $S$ is rarely known beforehand, whereas a bound $s$ on the number of nonzero coefficients may be. All vectors with at most $s$ nonzero entries are unique ℓ1 minimisers if and only if the null-space property holds on every $S$ with at most $s$ elements.

For the forward direction, fix such an $S$. Any $x$ supported on $S$ has at most $s$ nonzero entries, so it is a unique minimiser by assumption, and the fixed-support theorem gives the property on $S$. For the converse, apply that theorem with $S$ equal to the set of labels where $x$ is nonzero.

```lean
/-- All vectors with at most `s` nonzero coefficients are unique l1 minimisers for their data
if and only if the null-space property holds on every index set of at most `s` elements. -/
theorem uniform_recovery_iff (A : Matrix m n ℝ) (s : ℕ) :
    (∀ x, sparsity x ≤ s → IsUniqueL1Min A x) ↔
      ∀ S : Finset n, S.card ≤ s → NullSpaceProperty A S := by
  constructor
  · intro H S hS
    refine (unique_l1_min_iff_nullSpaceProperty A S).mp fun x hx => H x ?_
    refine le_trans (Finset.card_le_card fun i hi => ?_) hS
    by_contra hn
    exact (Finset.mem_filter.mp hi).2 (hx i hn)
  · intro H x hs
    refine (unique_l1_min_iff_nullSpaceProperty A _).mpr (H _ hs) x fun i hi => ?_
    by_contra hn
    exact hi (Finset.mem_filter.mpr ⟨Finset.mem_univ i, hn⟩)
```

Under the same condition, a vector $x$ with at most $s$ nonzero entries is strictly sparser than any other vector $z$ with the same data. Suppose instead that $z$ had no more nonzero entries than $x$. Then both would have at most $s$, and both would be unique minimisers for the same data. This would give $\|x\|_1<\|z\|_1$ and $\|z\|_1<\|x\|_1$, a contradiction. Minimising the penalty and counting nonzero entries therefore select the same vector, provided that some vector with at most $s$ nonzero entries reproduces the data.

```lean
/-- If the null-space property holds on all index sets of at most `s` elements, a vector with
at most `s` nonzero coefficients has fewer of them than any other vector with the same data. -/
theorem strictly_sparsest (A : Matrix m n ℝ) (s : ℕ)
    (H : ∀ S : Finset n, S.card ≤ s → NullSpaceProperty A S)
    (x z : n → ℝ) (hx : sparsity x ≤ s) (hz : A *ᵥ z = A *ᵥ x) (hne : z ≠ x) :
    sparsity x < sparsity z := by
  by_contra hc
  have R := (uniform_recovery_iff A s).mpr H
  -- otherwise each of the two would have the strictly smaller penalty
  have h1 := R x hx z hz hne
  have h2 := R z (le_trans (not_lt.mp hc) hx) x hz.symm hne.symm
  exact lt_asymm h1 h2
```

## Vectors that are only nearly sparse

The stable property with $\rho<1$ implies the plain one. Let $h\neq0$ with $Ah=0$, so that $\|h\|_1>0$. If the weight of $h$ off $S$ were zero, the stable inequality would make its weight on $S$ zero as well, against $\|h\|_1>0$. Hence the weight off $S$ is positive, and
$$\sum_{i\in S}|h_i|\le\rho\sum_{i\in S^c}|h_i|<\sum_{i\in S^c}|h_i| .$$
The case distinction on `hb` separates these two situations.

```lean
/-- The stable null-space property with constant `ρ < 1` implies the null-space property. -/
theorem StableNullSpaceProperty.nullSpaceProperty {A : Matrix m n ℝ} {S : Finset n} {ρ : ℝ}
    (H : StableNullSpaceProperty A S ρ) (hρ : ρ < 1) : NullSpaceProperty A S := by
  intro h hne hA
  have hk := H h hA
  obtain ⟨i, hi⟩ := Function.ne_iff.mp hne
  have hpos : 0 < l1 h :=
    Finset.sum_pos' (fun j _ => abs_nonneg (h j)) ⟨i, Finset.mem_univ i, abs_pos.mpr hi⟩
  rw [l1_split S h] at hpos
  have hb : 0 ≤ ∑ i ∈ Sᶜ, |h i| := Finset.sum_nonneg fun j _ => abs_nonneg (h j)
  rcases hb.eq_or_lt with h0 | h0
  · rw [← h0] at hk hpos
    linarith
  · nlinarith [mul_pos (sub_pos.mpr hρ) h0]
```

At $\rho=1$ the implication fails. Take two coefficients and one datum, $A=(1\;\,{-1})$, with $S$ containing only the first label. The kernel consists of the vectors $(t,t)$, whose weights on and off $S$ are equal, so the stable inequality holds with $\rho=1$. But $x=(1,0)$ and $z=(0,-1)$ both give the datum $1$ and both have penalty $1$, so $x$ is not the unique minimiser.

For $0\le\rho<1$ there is also an error bound for arbitrary $x$, supported on $S$ or not. Let $Az=Ax$ and $h=z-x$, and write
$$a=\sum_{i\in S}|h_i|,\qquad b=\sum_{i\in S^c}|h_i|,\qquad D=\|z\|_1-\|x\|_1+2\sum_{i\in S^c}|x_i| .$$
The stable property gives $a\le\rho b$, and the deviation bound gives $b\le D+a$. Together they give $b\le D+\rho b$, that is, $(1-\rho)b\le D$. Hence
$$\|z-x\|_1=a+b\le(1+\rho)b\le\frac{1+\rho}{1-\rho}\,D .$$
If $z$ has a penalty no larger than that of $x$, then $D$ is at most twice the tail, and the error is controlled by the part of $x$ that lies off $S$. The bound deteriorates as $\rho$ approaches $1$.

The Lean proof first multiplies the goal by the positive number $1-\rho$. The inequalities `e1` and `e2` are $a\le\rho b$ multiplied by $1-\rho$ and $b\le D+\rho b$ multiplied by $1+\rho$; their sum is the claim.

```lean
/-- Under the stable null-space property with constant `0 ≤ ρ < 1`, the l1 distance between two
coefficient vectors `x` and `z` with the same data is at most `(1 + ρ) / (1 - ρ)` times the sum of
two terms: the penalty of `z` minus that of `x`, and twice the tail of `x` off `S`. -/
theorem stable_recovery (A : Matrix m n ℝ) (S : Finset n) (ρ : ℝ) (h0 : 0 ≤ ρ) (h1 : ρ < 1)
    (H : StableNullSpaceProperty A S ρ) (x z : n → ℝ) (hz : A *ᵥ z = A *ᵥ x) :
    l1 (z - x) ≤ (1 + ρ) / (1 - ρ) * (l1 z - l1 x + 2 * ∑ i ∈ Sᶜ, |x i|) := by
  have hk := H (z - x) (by rw [Matrix.mulVec_sub, hz, sub_self])
  have hd := deviation_off_support_le S x z
  have hp : 0 < 1 - ρ := sub_pos.mpr h1
  rw [div_mul_eq_mul_div, le_div_iff₀ hp, l1_split S (z - x)]
  -- combine the stable inequality hk with the deviation bound hd
  have e1 := mul_le_mul_of_nonneg_right hk hp.le
  have e2 := mul_le_mul_of_nonneg_left (hd.trans (add_le_add le_rfl hk))
    (by linarith : (0 : ℝ) ≤ 1 + ρ)
  linarith
```

## Three sites known only through their differences

Consider a chain of three sites with values $x_0,x_1,x_2$, for instance site energies measured from a fixed reference level, of which only the neighbour differences $x_0-x_1$ and $x_1-x_2$ are known.

```lean
/-- The matrix of differences between neighbouring sites on a chain of three sites. -/
def differenceMatrix : Matrix (Fin 2) (Fin 3) ℝ := !![1, -1, 0; 0, 1, -1]
```

A vector $h$ in the kernel satisfies $h_0=h_1=h_2$: the data leave a common shift undetermined. For a single site $i$, the weight of $h$ on $S=\{i\}$ is $|h_0|$ and its weight off $S$ is $2|h_0|$. The stable property therefore holds with $\rho=\tfrac12$, and the plain property follows. In the proof, `hc` states that kernel vectors are constant, and `off` computes the weight on the other two sites.

```lean
/-- For each single site, the difference matrix has the stable null-space property with
constant 1/2, and the null-space property. -/
theorem differenceMatrix_witness (i : Fin 3) :
    StableNullSpaceProperty differenceMatrix {i} (1 / 2) ∧
      NullSpaceProperty differenceMatrix {i} := by
  have H : StableNullSpaceProperty differenceMatrix {i} (1 / 2) := by
    intro h hA
    have a0 := congrFun hA 0
    have a1 := congrFun hA 1
    simp [differenceMatrix, Matrix.mulVec, dotProduct, Fin.sum_univ_three] at a0 a1
    have e1 : h 1 = h 0 := by linarith
    have e2 : h 2 = h 0 := by linarith
    -- kernel vectors are constant along the chain
    have hc : ∀ j, h j = h 0 := by
      intro j
      fin_cases j
      · rfl
      · exact e1
      · exact e2
    have off : ∑ j ∈ ({i} : Finset (Fin 3))ᶜ, |h j| = 2 * |h 0| := by
      rw [Finset.sum_congr rfl fun j _ => congrArg abs (hc j), Finset.sum_const,
        Finset.card_compl, Finset.card_singleton, Fintype.card_fin, nsmul_eq_mul]
      norm_num
    rw [off, Finset.sum_singleton, hc i]
    linarith
  exact ⟨H, H.nullSpaceProperty (by norm_num)⟩

end

end SparseFitting
```

By the equivalence, a vector with one nonzero site value is the unique ℓ1 minimiser for its differences. With two nonzero values this can fail, which shows what the support hypothesis does. The vector $x=(1,1,0)$ has differences $0$ and $1$ and penalty $2$, while the shifted vector $(0,0,-1)$ has the same differences and penalty $1$. This counter-example and the one at $\rho=1$ are worked out in the prose only and do not appear as theorems in the code.

```lean
#print axioms SparseFitting.unique_l1_min_iff_nullSpaceProperty
-- 'SparseFitting.unique_l1_min_iff_nullSpaceProperty' depends on axioms: [propext, Classical.choice, Quot.sound]
#print axioms SparseFitting.strictly_sparsest
-- 'SparseFitting.strictly_sparsest' depends on axioms: [propext, Classical.choice, Quot.sound]
#print axioms SparseFitting.stable_recovery
-- 'SparseFitting.stable_recovery' depends on axioms: [propext, Classical.choice, Quot.sound]
```
